# A ring of 2n atoms, n ≥ 2, has two Kekulé structures, but the determinant of its biadjacency matrix vanishes for even n

In an alternant hydrocarbon the conjugated atoms fall into two classes, starred and unstarred, with bonds only between the classes. If each class has $n$ atoms, a program that counts Kekulé structures can tabulate these bonds in an $n\times n$ matrix and pass that matrix to a determinant routine, at a cost of order $n^3$ operations. For benzene, with both classes numbered in order around the ring, the routine returns 2, the correct count. For cyclobutadiene it returns 0, although the molecule has two Kekulé structures as well. The permanent gives 2 for both.

## Permanent and determinant of I + P

Number the atoms of a ring with $2n$ members so that starred and unstarred atoms alternate. Starred atom $i$ is bonded to unstarred atoms $i$ and $i+1$, with $i=0,\dots,n-1$ and addition modulo $n$. The biadjacency matrix $B$ has a row for each starred atom, a column for each unstarred atom, and a 1 where the two are bonded. Hence $B=I+P$, where $I$ is the identity matrix and $P$ is the cyclic shift matrix, with entries $P_{i,i+1}=1$ and zeros elsewhere. For $n\ge 2$,

$$\operatorname{perm}B=2,\qquad \det B=1-(-1)^n .$$

The determinant is 2 for odd $n$ and 0 for even $n$. In chemical names the ring is [$2n$]annulene, so $n$ is half the number in the brackets: benzene has $n=3$ and cyclobutadiene has $n=2$.

## Where the zero enters a calculation

A structure counter that reads $\det B=0$ as "no Kekulé structure" wrongly rejects every single ring whose size is a multiple of four. For such a ring the repair is simple: reverse the sign of one of the entries that come from $P$, and the determinant becomes 2 in the numbering above. (Reversing a diagonal entry instead gives $-2$.) The same change for odd $n$ would spoil a correct count, so it should be made only for even $n$.

The zero also has a meaning for orbitals. In the non-interacting Hückel model with a single hopping parameter and zero site energies, the Hamiltonian couples starred to unstarred atoms through $B$, and a nonzero vector $v$ with $Bv=0$ gives a nonbonding orbital on the unstarred atoms. For even $n$ the normalised amplitudes $v_j=(-1)^j/\sqrt n$ satisfy this, since $v_i+v_{i+1}=0$ all the way round. A vanishing determinant therefore signals nonbonding orbitals in this model, and it is compatible with having Kekulé structures.

## Only two pairings survive in the sum

Give the bonds weights: $a_i$ for the bond from starred atom $i$ to unstarred atom $i$, and $b_i$ for the bond to unstarred atom $i+1$. These letters are bond weights, not Hückel site energies. The matrix is then

$$B_{ij}=a_i\,\delta_{i,j}+b_i\,\delta_{i+1,j}.$$

The permanent and the determinant are both sums over permutations $\sigma$ of $0,\dots,n-1$:

$$\operatorname{perm}B=\sum_\sigma\prod_i B_{i,\sigma(i)},\qquad \det B=\sum_\sigma \operatorname{sgn}(\sigma)\prod_i B_{i,\sigma(i)} .$$

A permutation pairs each starred atom $i$ with an unstarred atom $\sigma(i)$. Its product can differ from zero only if every pair is a bond, that is, if $\sigma(i)=i$ or $\sigma(i)=i+1$ for each $i$. Such a $\sigma$ is a Kekulé structure, with the double bonds on the chosen pairs.

Suppose that $\sigma$ is such a structure and isn't the identity. Then some $i_0$ has $\sigma(i_0)=i_0+1$. Starred atom $i_0+1$ can't take unstarred atom $i_0+1$, which is already used, and $i_0+1\neq i_0$ because $n\ge2$. It must take $i_0+2$. The argument repeats around the ring and reaches every starred atom, so $\sigma$ is the cyclic shift $s$ with $s(i)=i+1$. The identity and $s$ are different permutations, so there are exactly two structures.

For the identity the product is $\prod_i a_i$, and for the shift it is $\prod_i b_i$. The shift is a cycle of length $n$ and has sign $(-1)^{n-1}=-(-1)^n$. Therefore

$$\operatorname{perm}B=\prod_i a_i+\prod_i b_i,\qquad \det B=\prod_i a_i-(-1)^n\prod_i b_i .$$

Setting all weights to 1 gives the values for the annulene. Changing one $b_k$ to $-1$ gives $\prod_i b_i=-1$, so the permanent becomes 0 and the determinant $1+(-1)^n$. This is the ring with one reversed bond, called a Möbius ring.

## Benzene and cyclobutadiene in numbers

For $n=3$ and $n=2$ the matrices are

$$B_3=\begin{pmatrix}1&1&0\\0&1&1\\1&0&1\end{pmatrix},\qquad B_2=\begin{pmatrix}1&1\\1&1\end{pmatrix}.$$

Expansion along the first row gives $\det B_3=1\cdot(1-0)-1\cdot(0-1)=2$ and $\operatorname{perm}B_3=1\cdot(1+0)+1\cdot(0+1)=2$. For the four-membered ring, $\det B_2=1-1=0$ and $\operatorname{perm}B_2=1+1=2$. If the upper right entry of $B_2$ is changed to $-1$, the determinant is $1+1=2$ and the permanent is $1-1=0$.

## Lean source for weighted rings and annulenes

```lean
import Mathlib

open Matrix Equiv

namespace AnnulenePermanent

variable {n : ℕ} {R : Type*} [CommRing R]

/-- A Kekulé structure of the `2n`-membered ring: a pairing `σ` of starred with unstarred atoms
in which starred atom `i` is doubly bonded to unstarred atom `i` or to its cyclic successor. -/
def IsKekule (σ : Perm (Fin n)) : Prop :=
  ∀ i, σ i = i ∨ σ i = finRotate n i

/-- The biadjacency matrix of a `2n`-membered ring with bond weights: `a i` joins starred atom `i`
to unstarred atom `i`, and `b i` joins it to the cyclic successor of `i`. -/
def ringMatrix (a b : Fin n → R) : Matrix (Fin n) (Fin n) R :=
  diagonal a + diagonal b * (finRotate n).permMatrix R

/-- The matrix `I + P`, with `P` the cyclic shift: the biadjacency matrix of the
`2n`-membered annulene. -/
def annulene (n : ℕ) : Matrix (Fin n) (Fin n) ℤ :=
  1 + (finRotate n).permMatrix ℤ

/-- The entries of the weighted ring matrix are the weights of the bonds between the two atoms. -/
theorem ringMatrix_apply (a b : Fin n → R) (i j : Fin n) :
    ringMatrix a b i j =
      (if i = j then a i else 0) + (if finRotate n i = j then b i else 0) := by
  simp [ringMatrix, diagonal_apply, Equiv.Perm.permMatrix, PEquiv.toMatrix_apply,
    Equiv.toPEquiv_apply]

/-- For `n ≥ 2` the cyclic shift moves every atom. -/
theorem rotate_ne (hn : 2 ≤ n) (i : Fin n) : finRotate n i ≠ i := by
  obtain ⟨m, rfl⟩ := Nat.exists_eq_add_of_le' hn
  have h : i ∈ (finRotate (m + 2)).support := by
    rw [support_finRotate]
    exact Finset.mem_univ _
  exact Equiv.Perm.mem_support.mp h

/-- For `n ≥ 2` a pairing is a Kekulé structure exactly when it is the identity or the
cyclic shift. -/
theorem isKekule_iff (hn : 2 ≤ n) (σ : Perm (Fin n)) :
    IsKekule σ ↔ σ = 1 ∨ σ = finRotate n := by
  constructor
  · intro h
    by_cases h1 : ∀ i, σ i = i
    · exact Or.inl (Equiv.ext h1)
    · right
      obtain ⟨i₀, hi₀⟩ := not_forall.mp h1
      -- one forward double bond forces the next one, all around the ring
      have step : ∀ k : ℕ,
          σ ((finRotate n ^ k) i₀) = finRotate n ((finRotate n ^ k) i₀) := by
        intro k
        induction k with
        | zero => simpa using (h i₀).resolve_left hi₀
        | succ k ih =>
          rw [pow_succ', Equiv.Perm.mul_apply]
          refine (h _).resolve_left fun hfix => ?_
          exact rotate_ne hn _ (σ.injective (hfix.trans ih.symm))
      have hc : (finRotate n).IsCycle := by
        obtain ⟨m, rfl⟩ := Nat.exists_eq_add_of_le' hn
        exact isCycle_finRotate
      refine Equiv.ext fun j => ?_
      obtain ⟨k, rfl⟩ := hc.exists_pow_eq (rotate_ne hn i₀) (rotate_ne hn j)
      exact step k
  · rintro (rfl | rfl) i
    · exact Or.inl rfl
    · exact Or.inr rfl

/-- A ring of `2n` atoms with `n ≥ 2` has exactly two Kekulé structures. -/
theorem kekule_count (hn : 2 ≤ n) : {σ : Perm (Fin n) | IsKekule σ}.ncard = 2 := by
  have hne : (1 : Perm (Fin n)) ≠ finRotate n := fun h =>
    rotate_ne hn ⟨0, by omega⟩ (by rw [← h]; rfl)
  have hset : {σ : Perm (Fin n) | IsKekule σ} = {1, finRotate n} := by
    ext σ
    simpa using isKekule_iff hn σ
  rw [hset, Set.ncard_pair hne]

/-- For `n ≥ 2`, a sum over all pairings of the products of bond weights, with any prefactor `w`,
keeps only the terms of the identity and of the cyclic shift. -/
theorem sum_over_pairings (hn : 2 ≤ n) (w : Perm (Fin n) → R) (a b : Fin n → R) :
    ∑ σ, w σ * ∏ i, ringMatrix a b i (σ i) =
      w 1 * ∏ i, a i + w (finRotate n) * ∏ i, b i := by
  have hne : (1 : Perm (Fin n)) ≠ finRotate n := fun h =>
    rotate_ne hn ⟨0, by omega⟩ (by rw [← h]; rfl)
  have h0 : ∏ i, ringMatrix a b i ((1 : Perm (Fin n)) i) = ∏ i, a i :=
    Finset.prod_congr rfl fun i _ => by
      rw [ringMatrix_apply, Equiv.Perm.one_apply, if_pos rfl, if_neg (rotate_ne hn i), add_zero]
  have h1 : ∏ i, ringMatrix a b i (finRotate n i) = ∏ i, b i :=
    Finset.prod_congr rfl fun i _ => by
      rw [ringMatrix_apply, if_neg (rotate_ne hn i).symm, if_pos rfl, zero_add]
  rw [Fintype.sum_eq_add 1 (finRotate n) hne, h0, h1]
  -- any other pairing uses a bond that is absent from the ring
  rintro σ ⟨hσ1, hσ2⟩
  have hσ : ¬ IsKekule σ := fun h => ((isKekule_iff hn σ).mp h).elim hσ1 hσ2
  obtain ⟨i, hi⟩ := not_forall.mp hσ
  obtain ⟨hi1, hi2⟩ := not_or.mp hi
  have hz : ringMatrix a b i (σ i) = 0 := by
    rw [ringMatrix_apply, if_neg (Ne.symm hi1), if_neg (Ne.symm hi2), add_zero]
  rw [Finset.prod_eq_zero (Finset.mem_univ i) hz, mul_zero]

/-- For `n ≥ 2` the permanent of a weighted ring is the sum of the two products of
alternate bond weights. -/
theorem permanent_ringMatrix (hn : 2 ≤ n) (a b : Fin n → R) :
    (ringMatrix a b).permanent = ∏ i, a i + ∏ i, b i := by
  rw [← Matrix.permanent_transpose, Matrix.permanent]
  simpa only [transpose_apply, one_mul] using sum_over_pairings hn (fun _ => 1) a b

/-- For `n ≥ 2` the determinant of a weighted ring is the product of the weights `a i` minus
`(-1)^n` times the product of the weights `b i`. -/
theorem det_ringMatrix (hn : 2 ≤ n) (a b : Fin n → R) :
    (ringMatrix a b).det = ∏ i, a i - (-1) ^ n * ∏ i, b i := by
  -- the cyclic shift is an `n`-cycle, which fixes its sign
  have hs : ((Equiv.Perm.sign (finRotate n) : ℤ) : R) = -(-1) ^ n := by
    obtain ⟨m, rfl⟩ := Nat.exists_eq_add_of_le' hn
    have hm : Equiv.Perm.sign (finRotate (m + 2)) = (-1) ^ (m + 1) :=
      (sign_finRotate (m + 2)).trans (by rw [show m + 2 - 1 = m + 1 by omega])
    rw [hm]
    simp [pow_succ]
  rw [← det_transpose, det_apply']
  simp only [transpose_apply]
  refine (sum_over_pairings hn (fun σ => ((Equiv.Perm.sign σ : ℤ) : R)) a b).trans ?_
  simp only [Equiv.Perm.sign_one, hs, Units.val_one, Int.cast_one]
  ring

/-- For the `2n`-membered annulene with `n ≥ 2`, the permanent of `I + P` is `2` and its
determinant is `1 - (-1)^n`. -/
theorem annulene_permanent_det (hn : 2 ≤ n) :
    (annulene n).permanent = 2 ∧ (annulene n).det = 1 - (-1) ^ n := by
  have h : annulene n = ringMatrix (fun _ => 1) (fun _ => 1) := by
    simp [annulene, ringMatrix]
  rw [h, permanent_ringMatrix hn, det_ringMatrix hn]
  constructor <;> simp

/-- For `n ≥ 2` the determinant of the annulene matrix equals the number of Kekulé structures
exactly when `n` is odd. -/
theorem det_counts_iff_odd (hn : 2 ≤ n) :
    (annulene n).det = ({σ : Perm (Fin n) | IsKekule σ}.ncard : ℤ) ↔ Odd n := by
  rw [(annulene_permanent_det hn).2, kekule_count hn]
  rcases Nat.even_or_odd n with h | h
  · have h' : ¬ Odd n := Nat.not_odd_iff_even.mpr h
    rw [h.neg_one_pow]
    exact iff_of_false (by norm_num) h'
  · rw [h.neg_one_pow]
    exact iff_of_true (by norm_num) h

/-- Let `n ≥ 2` and let all bond weights be `1`, except that the bond from starred atom `k` to the
cyclic successor of `k` has weight `-1` (a Möbius ring). Then the permanent is `0` and the
determinant is `1 + (-1)^n`. -/
theorem moebius_permanent_det (hn : 2 ≤ n) (k : Fin n) :
    (ringMatrix (fun _ => (1 : ℤ)) (fun i => if i = k then -1 else 1)).permanent = 0 ∧
    (ringMatrix (fun _ => (1 : ℤ)) (fun i => if i = k then -1 else 1)).det = 1 + (-1) ^ n := by
  have hb : ∏ i : Fin n, (if i = k then (-1 : ℤ) else 1) = -1 := by
    rw [Finset.prod_ite_eq' Finset.univ k (fun _ => (-1 : ℤ)), if_pos (Finset.mem_univ k)]
  rw [permanent_ringMatrix hn, det_ringMatrix hn, hb, Finset.prod_const_one]
  constructor <;> ring

end AnnulenePermanent
```

```lean
#print axioms AnnulenePermanent.kekule_count
#print axioms AnnulenePermanent.det_counts_iff_odd
#print axioms AnnulenePermanent.moebius_permanent_det
```

```
'AnnulenePermanent.kekule_count' depends on axioms: [propext, Classical.choice, Quot.sound]
'AnnulenePermanent.det_counts_iff_odd' depends on axioms: [propext, Classical.choice, Quot.sound]
'AnnulenePermanent.moebius_permanent_det' depends on axioms: [propext, Classical.choice, Quot.sound]
```

## How the Lean statements describe the ring

The type `Fin n` labels the starred atoms and, separately, the unstarred atoms, both from 0 to $n-1$. A value of `Perm (Fin n)` is a complete pairing of the two classes. The function `finRotate n` is the shift $s$, and `IsKekule σ` says that every pair in `σ` is a bond of the ring.

The definition `ringMatrix a b` is the weighted matrix above, with weights in any commutative ring `R`: integers, real or complex numbers, or polynomials in symbolic bond parameters. The definition `annulene n` is $I+P$ with integer entries.

The theorem `annulene_permanent_det` states the two values for every $n\ge2$. The theorem `kekule_count` states that the set of Kekulé structures has two elements, with `ncard` as the number of elements of a set. In `det_counts_iff_odd` that number is compared with the determinant, and they are equal exactly when $n$ is odd. The weighted formulae are `permanent_ringMatrix` and `det_ringMatrix`. In `moebius_permanent_det` the reversed bond joins starred atom `k` to the unstarred atom after it, and `k` is arbitrary.

## One lemma serves both matrix functions

`ringMatrix_apply` writes out the matrix entries, and `rotate_ne` shows that the shift moves every index when $n\ge2$.

`isKekule_iff` is the argument that runs around the ring. If some atom `i₀` isn't paired with its own index, the auxiliary claim `step` shows by induction on `k` that the atom `k` places further on is also paired forwards. The induction step uses the injectivity of `σ`, which is the remark that an unstarred atom can't be used twice. Because `finRotate n` is a single cycle, every index is reached by some power of it, and `σ` equals the shift. `kekule_count` then counts a set of two distinct permutations.

`sum_over_pairings` carries out the reduction of the sum with an arbitrary prefactor `w σ`. `Fintype.sum_eq_add` separates the terms of the identity and the shift, and every other term contains a zero factor because it uses an absent bond. The prefactor 1 gives the permanent, and the sign of the permutation gives the determinant. Both proofs first pass to the transpose, because Mathlib's definitions put the permuted index on the rows. In `det_ringMatrix` the claim `hs` supplies the sign of the $n$-cycle.

The annulene theorem sets all weights to 1, `det_counts_iff_odd` separates even from odd `n`, and the Möbius theorem evaluates the product that contains a single $-1$.

## Ring size, atom numbering and rounding

The count needs $n\ge2$. At $n=1$ the shift is the identity, so there is one pairing, while $I+P$ is the $1\times1$ matrix with entry 2. At $n=0$ there is only the empty pairing, and the determinant is 1. Both the count of two and the parity criterion fail in these two cases. The formulae for the permanent and the determinant happen to remain true at $n=1$ and fail at $n=0$, where the empty matrix has permanent and determinant 1.

The step from the theorems to a molecule is the atom numbering. The matrix in Lean lists both classes in order around the ring, whereas a connectivity table read from a structure file may list them in any order. Reordering rows or columns leaves the permanent unchanged but can reverse the sign of the determinant, so a code may find $-2$ for benzene and should compare absolute values. This remark and the one on nonbonding orbitals are ordinary linear algebra added to the Lean results.

The theorems concern one isolated ring. They give no rule for fused rings or side chains, where other sets of pairings contribute, and the count by itself says nothing about energies or aromatic stability. They also concern exact values in a commutative ring. A floating-point factorisation of a larger ring matrix with unequal weights can return a small nonzero number where the two products cancel, and the code needs a tolerance to recognise it as zero.
